# The total Bose occupation of finitely many excited modes vanishes as temperature tends to zero, if the chemical potential stays below the lowest level

The theorem `excitedOccupation_tendsto_zero` concerns a finite family of non-interacting bosonic modes with real energies `e i`, the lowest of which is `e0`. The chemical potential `μ b` may vary with the inverse temperature `b`, provided it lies below `e0` for every `b > 0`. The claim is that the sum of the Bose occupations 1/(exp(b(e i − μ b)) − 1) over all modes with energy different from `e0` tends to 0 as `b` tends to infinity. The attempt squeezes each occupation between 0 and 1/(b(e i − e0)), using exp x ≥ x + 1, and then adds up the finitely many limits.

Lean 4 with Mathlib refuses this proof:

```lean
import Mathlib

open Filter Topology

namespace ExcitedOccupationTendstoZero

noncomputable section

variable {ι : Type*} [Fintype ι]

/-- The Bose occupation of a mode of energy `ε` at inverse temperature `b` and chemical potential
`μ`, meant for `b * (ε - μ) > 0`. -/
def bose (b μ ε : ℝ) : ℝ := 1 / (Real.exp (b * (ε - μ)) - 1)

/-- The sum of the Bose occupations of the modes whose energy differs from `e0`, meant for
`b * (e i - μ) > 0` on these modes. -/
def excitedOccupation (b μ : ℝ) (e : ι → ℝ) (e0 : ℝ) : ℝ :=
  ∑ i ∈ Finset.univ.filter (fun i => ¬ e i = e0), bose b μ (e i)

/-- At positive inverse temperature, a mode above the chemical potential has a positive
Bose occupation. -/
theorem bose_pos {b μ ε : ℝ} (hb : 0 < b) (hμ : μ < ε) : 0 < bose b μ ε := by
  have h : 1 < Real.exp (b * (ε - μ)) :=
    Real.one_lt_exp_iff.mpr (mul_pos hb (sub_pos.mpr hμ))
  exact one_div_pos.mpr (sub_pos.mpr h)

/-- If `e0` is the lowest mode energy and the chemical potential stays below it, the total
occupation of the excited modes vanishes as `b` tends to infinity. -/
theorem excitedOccupation_tendsto_zero {e : ι → ℝ} {e0 : ℝ} {μ : ℝ → ℝ}
    (he : IsLeast (Set.range e) e0) (hμ : ∀ b > 0, μ b < e0) :
    Tendsto (fun b => excitedOccupation b (μ b) e e0) atTop (𝓝 0) := by
  have hsum : Tendsto (fun b => excitedOccupation b (μ b) e e0) atTop
      (𝓝 (∑ _i ∈ Finset.univ.filter (fun i => ¬ e i = e0), (0 : ℝ))) := by
    unfold excitedOccupation
    refine tendsto_finset_sum _ (fun i hi => ?_)
    have hle : e0 ≤ e i := he.2 ⟨i, rfl⟩
    have hlt : e0 < e i := lt_of_le_of_ne hle (Ne.symm (Finset.mem_filter.mp hi).2)
    have hd : 0 < e i - e0 := sub_pos.mpr hlt
    have hlim : Tendsto (fun b : ℝ => 1 / (b * (e i - e0))) atTop (𝓝 0) := by
      simp only [one_div]
      exact tendsto_inv_atTop_zero.comp (tendsto_id.atTop_mul_const hd)
    refine squeeze_zero' ?_ ?_ hlim
    · filter_upwards [eventually_gt_atTop (0 : ℝ)] with b hb
      exact (bose_pos hb ((hμ b hb).trans hlt)).le
    · filter_upwards [eventually_gt_atTop (0 : ℝ)] with b hb
      -- exp x - 1 ≥ x, and the gap to μ exceeds the gap to e0
      have h1 := Real.add_one_le_exp (b * (e i - μ b))
      have h2 : b * (e i - e0) ≤ b * (e i - μ b) :=
        mul_le_mul_of_nonneg_left (by linarith [hμ b hb]) hb.le
      exact one_div_le_one_div_of_le (mul_pos hb hd) (by linarith)

end

end ExcitedOccupationTendstoZero
```

The error:

```
Main.lean:35:11: warning: `tendsto_finset_sum` has been deprecated: Use `tendsto_finsetSum` instead
Main.lean:31:69: error: unsolved goals
ι : Type u_1
inst✝ : Fintype ι
e : ι → ℝ
e0 : ℝ
μ : ℝ → ℝ
he : IsLeast (Set.range e) e0
hμ : ∀ b > 0, μ b < e0
hsum : Tendsto (fun b => excitedOccupation b (μ b) e e0) atTop (𝓝 (∑ _i with ¬e _i = e0, 0))
⊢ Tendsto (fun b => excitedOccupation b (μ b) e e0) atTop (𝓝 0)
```

Fix (accepted with no message):

```diff
@@ -33,5 +33,5 @@
       (𝓝 (∑ _i ∈ Finset.univ.filter (fun i => ¬ e i = e0), (0 : ℝ))) := by
     unfold excitedOccupation
-    refine tendsto_finset_sum _ (fun i hi => ?_)
+    refine tendsto_finsetSum _ (fun i hi => ?_)
     have hle : e0 ≤ e i := he.2 ⟨i, rfl⟩
     have hlt : e0 < e i := lt_of_le_of_ne hle (Ne.symm (Finset.mem_filter.mp hi).2)
@@ -49,4 +49,5 @@
         mul_le_mul_of_nonneg_left (by linarith [hμ b hb]) hb.le
       exact one_div_le_one_div_of_le (mul_pos hb hd) (by linarith)
+  rwa [Finset.sum_const_zero] at hsum
 
 end
```

The error `unsolved goals` says that the proof ends with its main goal still open. The intermediate claim `hsum` has been proved and appears among the hypotheses, but nothing after it uses it to close the goal. Its limit is also written differently: `hsum` has a sum of zeros over the excited modes, where the goal has plain `0`.

The added line `rwa [Finset.sum_const_zero] at hsum` deals with both points. The rewrite turns the sum of zeros into `0`, so that `hsum` reads exactly like the goal, and `rwa` then closes the goal with it.

The other message is only a warning that the name `tendsto_finset_sum` is deprecated. Replacing it by `tendsto_finsetSum` follows Lean's advice and is mere tidying; it plays no part in curing the error.
